# Independent, identically distributed kinks conditioned on closure: step variance v k(n − k)/(n − 1)

Take n ≥ 2 kinks that are independent and identically distributed over finitely many states before being conditioned on zero total displacement. The displacement after k ≤ n of them has variance v k(n − k)/(n − 1), where v is the variance of one kink in the same conditioned cell. For k ≥ 2 and v > 0 this is less than k v, so dividing the displacement variance by k underestimates v.

```lean
import Mathlib

open Finset

namespace PeriodicStepWandering

noncomputable section

/-- A probability law on a finite set of states. -/
structure Law (S : Type*) [Fintype S] where
  prob : S → ℝ
  nonneg : ∀ a, 0 ≤ prob a
  total : ∑ a, prob a = 1

variable {S K : Type*} [Fintype S] [Fintype K] {n : ℕ}

/-- The mean of an observable. -/
def Law.mean (P : Law S) (f : S → ℝ) : ℝ := ∑ a, P.prob a * f a

/-- The variance of an observable: its mean squared deviation from the mean. -/
def Law.var (P : Law S) (f : S → ℝ) : ℝ := P.mean fun a => (f a - P.mean f) ^ 2

/-- The law of `n` independent kinks, each distributed according to `q`. -/
def Law.iid (q : Law K) (n : ℕ) : Law (Fin n → K) where
  prob x := ∏ i, q.prob (x i)
  nonneg x := Finset.prod_nonneg fun i _ => q.nonneg (x i)
  total := by
    have h := Finset.prod_univ_sum (fun _ : Fin n => (univ : Finset K))
      (fun _ c => q.prob c)
    rw [Fintype.piFinset_univ] at h
    rw [← h]
    simp [q.total]

/-- The probability that `n` independent kinks have total displacement zero. -/
def closureProb (q : Law K) (h : K → ℝ) (n : ℕ) : ℝ :=
  ∑ x : Fin n → K, if ∑ i, h (x i) = 0 then (q.iid n).prob x else 0

/-- The law of `n` independent kinks conditioned on total displacement zero,
defined when this event has positive probability. -/
def periodic (q : Law K) (h : K → ℝ) (n : ℕ) (hc : 0 < closureProb q h n) :
    Law (Fin n → K) where
  prob x := (if ∑ i, h (x i) = 0 then (q.iid n).prob x else 0) / closureProb q h n
  nonneg x := div_nonneg (by
    split_ifs
    · exact (q.iid n).nonneg x
    · exact le_rfl) hc.le
  total := by
    rw [← Finset.sum_div]
    exact div_self hc.ne'

/-- The displacement of the step after its first `k` kinks. -/
def displacement (h : K → ℝ) (k : ℕ) (x : Fin n → K) : ℝ :=
  ∑ i ∈ univ.filter (fun i : Fin n => i.val < k), h (x i)

private lemma mean_sum {ι : Type*} (P : Law S) (s : Finset ι) (f : ι → S → ℝ) :
    P.mean (fun a => ∑ i ∈ s, f i a) = ∑ i ∈ s, P.mean (f i) := by
  simp only [Law.mean, Finset.mul_sum]
  exact Finset.sum_comm

private lemma mean_sq_sum {ι : Type*} (P : Law S) (s : Finset ι) (f : ι → S → ℝ) :
    P.mean (fun a => (∑ i ∈ s, f i a) ^ 2) =
      ∑ i ∈ s, ∑ j ∈ s, P.mean (fun a => f i a * f j a) := by
  have e : (fun a => (∑ i ∈ s, f i a) ^ 2) =
      fun a => ∑ i ∈ s, ∑ j ∈ s, f i a * f j a :=
    funext fun a => by rw [sq, Finset.sum_mul_sum]
  rw [e, mean_sum P s (fun i a => ∑ j ∈ s, f i a * f j a)]
  exact Finset.sum_congr rfl fun i _ => mean_sum P s (fun j a => f i a * f j a)

private lemma var_centred (P : Law S) (f : S → ℝ) (hf : P.mean f = 0) :
    P.var f = P.mean (fun a => f a * f a) := by
  simp only [Law.var, hf, sub_zero, sq]

private lemma sum_split (s : Finset (Fin n)) (c : Fin n → ℝ) (i : Fin n) (hi : i ∈ s)
    (d : ℝ) (hd : ∀ j ∈ s, j ≠ i → c j = d) :
    ∑ j ∈ s, c j = c i + ((s.card : ℝ) - 1) * d := by
  have e : ∑ j ∈ s.erase i, c j = ∑ _j ∈ s.erase i, d :=
    Finset.sum_congr rfl fun j hj =>
      hd j (Finset.mem_of_mem_erase hj) (Finset.ne_of_mem_erase hj)
  rw [← Finset.add_sum_erase s c hi, e, Finset.sum_const, nsmul_eq_mul,
    Finset.card_erase_of_mem hi, Nat.cast_pred (Finset.card_pos.mpr ⟨i, hi⟩)]

variable {q : Law K} {h : K → ℝ}

/-- Permuting the kinks of a periodic cell leaves every mean unchanged. -/
theorem periodic_exchangeable (hc : 0 < closureProb q h n) (σ : Equiv.Perm (Fin n))
    (f : (Fin n → K) → ℝ) :
    (periodic q h n hc).mean (fun x => f (x ∘ σ)) = (periodic q h n hc).mean f := by
  unfold Law.mean
  refine Fintype.sum_equiv (Equiv.arrowCongr σ.symm (Equiv.refl K)) _ _ fun x => ?_
  have hx : Equiv.arrowCongr σ.symm (Equiv.refl K) x = x ∘ σ := rfl
  have hp : (periodic q h n hc).prob (x ∘ σ) = (periodic q h n hc).prob x := by
    simp only [periodic, Law.iid, Function.comp_apply]
    rw [Equiv.sum_comp σ (fun i => h (x i)), Equiv.prod_comp σ (fun i => q.prob (x i))]
  rw [hx, hp]

private lemma closed_mean (hc : 0 < closureProb q h n) (g : (Fin n → K) → ℝ) :
    (periodic q h n hc).mean (fun x => ∑ j, h (x j) * g x) = 0 := by
  refine Finset.sum_eq_zero fun x _ => ?_
  change (periodic q h n hc).prob x * (∑ j, h (x j) * g x) = 0
  rw [← Finset.sum_mul]
  by_cases hx : ∑ i, h (x i) = 0
  · rw [hx, zero_mul, mul_zero]
  · simp [periodic, hx]

/-- Each kink of a periodic cell has mean displacement zero. -/
theorem kink_mean_zero (hc : 0 < closureProb q h n) (i : Fin n) :
    (periodic q h n hc).mean (fun x => h (x i)) = 0 := by
  have hs : ∀ j ∈ (univ : Finset (Fin n)), j ≠ i →
      (periodic q h n hc).mean (fun x => h (x j)) =
        (periodic q h n hc).mean (fun x => h (x i)) := fun j _ _ => by
    simpa only [Function.comp_apply, Equiv.swap_apply_left] using
      periodic_exchangeable hc (Equiv.swap i j) (fun x => h (x i))
  have h0 := closed_mean hc (fun _ => 1)
  simp only [mul_one] at h0
  rw [mean_sum _ univ (fun (j : Fin n) (x : Fin n → K) => h (x j)),
    sum_split univ _ i (mem_univ i) _ hs, Finset.card_univ, Fintype.card_fin] at h0
  have hn : (n : ℝ) ≠ 0 := Nat.cast_ne_zero.mpr (by have := i.isLt; omega)
  have hz : (n : ℝ) * (periodic q h n hc).mean (fun x => h (x i)) = 0 := by
    linear_combination h0
  exact (mul_eq_zero.mp hz).resolve_left hn

/-- For distinct kinks of a periodic cell, `n - 1` times their covariance is minus the variance of
one kink. -/
theorem kink_covariance (hc : 0 < closureProb q h n) {i j : Fin n} (hij : i ≠ j) :
    ((n : ℝ) - 1) * (periodic q h n hc).mean (fun x => h (x j) * h (x i)) =
      -(periodic q h n hc).var (fun x => h (x i)) := by
  have hs : ∀ l ∈ (univ : Finset (Fin n)), l ≠ i →
      (periodic q h n hc).mean (fun x => h (x l) * h (x i)) =
        (periodic q h n hc).mean (fun x => h (x j) * h (x i)) := fun l _ hl => by
    simpa only [Function.comp_apply, Equiv.swap_apply_left,
      Equiv.swap_apply_of_ne_of_ne hij hl.symm] using
      periodic_exchangeable hc (Equiv.swap j l) (fun x => h (x j) * h (x i))
  -- multiply the closure condition by one kink and average
  have h0 := closed_mean hc (fun x => h (x i))
  rw [mean_sum _ univ (fun (l : Fin n) (x : Fin n → K) => h (x l) * h (x i)),
    sum_split univ _ i (mem_univ i) _ hs, Finset.card_univ, Fintype.card_fin] at h0
  rw [var_centred _ _ (kink_mean_zero hc i)]
  linear_combination h0

/-- For any set `s` of kinks in a periodic cell, `n - 1` times the variance of their
summed displacement is `|s| (n - |s|)` times the variance of one kink. -/
theorem subset_variance (hc : 0 < closureProb q h n) (s : Finset (Fin n)) (a : Fin n) :
    ((n : ℝ) - 1) * (periodic q h n hc).var (fun x => ∑ i ∈ s, h (x i)) =
      s.card * ((n : ℝ) - s.card) * (periodic q h n hc).var (fun x => h (x a)) := by
  have hv : ∀ i, (periodic q h n hc).mean (fun x => h (x i) * h (x i)) =
      (periodic q h n hc).var (fun x => h (x a)) := fun i => by
    rw [var_centred _ _ (kink_mean_zero hc a)]
    simpa only [Function.comp_apply, Equiv.swap_apply_left] using
      periodic_exchangeable hc (Equiv.swap a i) (fun x => h (x a) * h (x a))
  have hm : (periodic q h n hc).mean (fun x => ∑ i ∈ s, h (x i)) = 0 := by
    rw [mean_sum _ s (fun (i : Fin n) (x : Fin n → K) => h (x i))]
    exact Finset.sum_eq_zero fun i _ => kink_mean_zero hc i
  -- for i in s, n - 1 times the sum over s of row i of the covariance matrix
  have hrow : ∀ i ∈ s, ((n : ℝ) - 1) *
      ∑ j ∈ s, (periodic q h n hc).mean (fun x => h (x i) * h (x j)) =
      ((n : ℝ) - s.card) * (periodic q h n hc).var (fun x => h (x a)) := fun i hi => by
    rw [Finset.mul_sum, sum_split s _ i hi
      (-(periodic q h n hc).var (fun x => h (x a))) (fun j _ hj => by
        rw [kink_covariance hc hj, var_centred _ _ (kink_mean_zero hc j), hv j]), hv i]
    ring
  have hvar : (periodic q h n hc).var (fun x => ∑ i ∈ s, h (x i)) =
      (periodic q h n hc).mean (fun x => (∑ i ∈ s, h (x i)) ^ 2) := by
    simp only [Law.var, hm, sub_zero]
  rw [hvar, mean_sq_sum _ s (fun (i : Fin n) (x : Fin n → K) => h (x i)),
    Finset.mul_sum, Finset.sum_congr rfl hrow, Finset.sum_const, nsmul_eq_mul]
  ring

/-- In a periodic cell of `n ≥ 2` kinks, the displacement after `k ≤ n` kinks has variance
`v k (n - k) / (n - 1)`, where `v` is the conditional variance of one kink. -/
theorem periodic_step_variance (hc : 0 < closureProb q h n) (hn : 2 ≤ n)
    {k : ℕ} (hk : k ≤ n) (a : Fin n) :
    (periodic q h n hc).var (displacement h k) =
      (periodic q h n hc).var (fun x => h (x a)) * (k * ((n : ℝ) - k)) / ((n : ℝ) - 1) := by
  have hmap : (univ.filter (fun i : Fin n => i.val < k)).map Fin.valEmbedding = range k := by
    ext b
    simp only [Finset.mem_map, Finset.mem_filter, Finset.mem_univ, true_and,
      Fin.valEmbedding_apply, Finset.mem_range]
    constructor
    · rintro ⟨i, hi, rfl⟩
      exact hi
    · intro hb
      exact ⟨⟨b, by omega⟩, hb, rfl⟩
  have hcard : (univ.filter (fun i : Fin n => i.val < k)).card = k := by
    rw [← Finset.card_map Fin.valEmbedding, hmap, Finset.card_range]
  have H := subset_variance hc (univ.filter (fun i : Fin n => i.val < k)) a
  rw [hcard] at H
  have hn' : (2 : ℝ) ≤ n := by exact_mod_cast hn
  rw [eq_div_iff (by linarith : (n : ℝ) - 1 ≠ 0)]
  unfold displacement
  linear_combination H

/-- For `2 ≤ k ≤ n` and nonzero conditional kink variance, the displacement after `k` kinks
of a periodic cell has variance below `k` times that of one kink. -/
theorem periodic_suppression (hc : 0 < closureProb q h n) {k : ℕ} (hk : 2 ≤ k)
    (hkn : k ≤ n) (a : Fin n) (hv : 0 < (periodic q h n hc).var (fun x => h (x a))) :
    (periodic q h n hc).var (displacement h k) <
      k * (periodic q h n hc).var (fun x => h (x a)) := by
  have hk' : (2 : ℝ) ≤ k := by exact_mod_cast hk
  have hn' : (k : ℝ) ≤ n := by exact_mod_cast hkn
  rw [periodic_step_variance hc (hk.trans hkn) hkn a, div_lt_iff₀ (by linarith)]
  have hp := mul_pos hv (mul_pos (by linarith : (0 : ℝ) < k) (by linarith : (0 : ℝ) < k - 1))
  linarith

/-- A biased kink, up with probability 3/4 and down with probability 1/4. -/
def biasedKink : Law Bool where
  prob b := if b then 3 / 4 else 1 / 4
  nonneg b := by cases b <;> norm_num
  total := by norm_num [Fintype.sum_bool]

/-- Unit displacement, up or down. -/
def unitHeight (b : Bool) : ℝ := if b then 1 else -1

/-- Conditioning can increase the variance of a kink: the biased unit kink has variance 3/4
when free and 1 in a periodic cell of two kinks. -/
theorem conditioning_can_enhance :
    biasedKink.var unitHeight = 3 / 4 ∧
      ∃ hc : 0 < closureProb biasedKink unitHeight 2,
        (periodic biasedKink unitHeight 2 hc).var (fun x => unitHeight (x 0)) = 1 := by
  refine ⟨by norm_num [Law.var, Law.mean, biasedKink, unitHeight, Fintype.sum_bool], ?_⟩
  have hc : 0 < closureProb biasedKink unitHeight 2 := by
    unfold closureProb
    refine Finset.sum_pos' (fun x _ => ?_) ⟨![true, false], mem_univ _, ?_⟩
    · split_ifs
      · exact (biasedKink.iid 2).nonneg x
      · exact le_rfl
    · norm_num [Law.iid, biasedKink, unitHeight, Fin.sum_univ_two, Fin.prod_univ_two]
  refine ⟨hc, ?_⟩
  rw [var_centred _ _ (kink_mean_zero hc 0)]
  have hu : ∀ b, unitHeight b * unitHeight b = 1 := fun b => by
    cases b <;> norm_num [unitHeight]
  simp only [hu, Law.mean, mul_one]
  exact (periodic biasedKink unitHeight 2 hc).total

end

end PeriodicStepWandering
```

```lean
#print axioms PeriodicStepWandering.periodic_step_variance
#print axioms PeriodicStepWandering.periodic_suppression
#print axioms PeriodicStepWandering.conditioning_can_enhance
```

```
'PeriodicStepWandering.periodic_step_variance' depends on axioms: [propext, Classical.choice, Quot.sound]
'PeriodicStepWandering.periodic_suppression' depends on axioms: [propext, Classical.choice, Quot.sound]
'PeriodicStepWandering.conditioning_can_enhance' depends on axioms: [propext, Classical.choice, Quot.sound]
```

## The periodic cell as a conditioned product law

A step edge on a crystal surface is described by n successive kinks, numbered i = 0, …, n − 1. Each kink is in one of finitely many states, the elements of the type `K`, and the function `h` gives, as a real number, the displacement of the edge perpendicular to its mean direction that belongs to each state. A displacement of zero is allowed, so a straight segment also counts as a kink state. A configuration `x : Fin n → K` lists the states of all n kinks.

A `Law` is a set of nonnegative weights with sum one, and `Law.mean` and `Law.var` are its ordinary mean and variance. The law `q` describes one free kink. It could, for instance, hold normalised Boltzmann weights of the kink energies. `q.iid n` multiplies the weights of the individual kinks, which means that the kinks do not interact.

In a periodic cell without net tilt, the step returns to its starting position across the cell. With Z for the closure probability `closureProb q h n`, the law `periodic` gives a configuration x the probability

P(x) = q(x₀) ⋯ q(xₙ₋₁) / Z if h(x₀) + … + h(xₙ₋₁) = 0, and P(x) = 0 otherwise.

The hypothesis `hc` says that Z is positive. Physically, at least one closed configuration can be built from kinks that actually occur; if every kink went up, there would be none.

The theorem `periodic_step_variance` concerns `displacement h k`, the sum over the kinks with index below k. The variance v in it is that of a single kink under the conditioned law, and the kink `a` used to measure it may be any of the n. The formula does not predict v from `q`, and v can change with the size of the cell.

The model leaves out interactions between kinks and between neighbouring steps, and the closure condition describes a cell without net tilt. For simulations that sample a single step from this conditioned law, the result gives the finite-size factor (n − k)/(n − 1) that relates the displacement variance per kink to the kink variance in the same cell.

## Closure ties the covariance of two kinks to their variance

Write Hᵢ = h(xᵢ) and let ⟨ ⟩ be the mean under P. Both the product of weights and the closure condition are unchanged when the kinks are permuted. All kinks therefore have the same mean and variance, and all pairs of distinct kinks have the same covariance. `periodic_exchangeable` proves this invariance by reindexing the sum over configurations and checking that the permuted configuration has the same probability.

Every configuration with nonzero probability satisfies ∑ⱼ Hⱼ = 0. Averaging gives

0 = ∑ⱼ ⟨Hⱼ⟩ = n ⟨Hᵢ⟩,

so ⟨Hᵢ⟩ = 0, even if the free kinks are biased. This is `kink_mean_zero`. Its input `closed_mean` says that the closure sum times any observable has mean zero. Exchanging kinks i and j makes the means equal, and `sum_split` adds up one selected term and the remaining equal ones.

Now multiply the closure condition by Hᵢ before averaging. Since the means vanish, ⟨Hᵢ²⟩ = v, and with c = ⟨HⱼHᵢ⟩ for j ≠ i,

0 = ∑ⱼ ⟨HⱼHᵢ⟩ = v + (n − 1)c,

c = −v/(n − 1).

`kink_covariance` states this as (n − 1)c = −v. The exchange used there swaps j with another kink l and leaves i in place, which shows that all the off-diagonal terms are equal.

## From one covariance to the wandering of the step

Take any set s of m kinks. Their summed displacement has mean zero, so its variance is the sum of ⟨HᵢHⱼ⟩ over all i and j in s. For a fixed i in s, the row contains v once and c another m − 1 times:

(n − 1)(v + (m − 1)c) = (n − 1)v − (m − 1)v = (n − m)v.

There are m such rows, hence

(n − 1) Var(∑ᵢ∈ₛ Hᵢ) = m(n − m)v.

This is `subset_variance`. In its proof, `mean_sq_sum` expands the square, `hv` identifies every diagonal term with v, and `hrow` is the row calculation above. The kinks in s need not be adjacent.

For the first k kinks, m = k. `periodic_step_variance` counts them in `hcard` and, because n ≥ 2, divides by n − 1:

Var(H₀ + … + Hₖ₋₁) = v k(n − k)/(n − 1).

The variance vanishes at k = 0 and at k = n, where the position of the step is fixed. At k = 1 it equals v. In the smallest cell, n = 2, the second kink must undo the first, and the covariance is −v.

## What the wandering is suppressed relative to

The difference from k v is

k v − v k(n − k)/(n − 1) = v k(k − 1)/(n − 1),

which is positive for 2 ≤ k ≤ n and v > 0. `periodic_suppression` proves the corresponding strict inequality; its term `hp` is the positivity of v k(k − 1). By the usual additivity of variances, k v is what k independent kinks of variance v would give, a reading of the right-hand side that the file does not derive from `Law.iid`.

The reference kinks must be given the variance v found in the cell. The original free kinks can have a smaller one, as `conditioning_can_enhance` shows. Let a free kink be +1 with probability 3/4 and −1 with probability 1/4. Its mean is 1/2 and its mean square is 1, so its variance is

1 − (1/2)² = 3/4.

In a periodic cell of two such kinks, only up–down and down–up are possible. Each has probability 3/16 before conditioning, the closure probability is 3/8, and each has probability 1/2 afterwards. One kink then has mean 0 and variance 1. Closure has removed the bias, and the displacement after one kink fluctuates more than that of a free kink.

The Lean proof obtains the free variance by direct evaluation and the positive closure probability from the up–down configuration. For the conditional variance it uses `kink_mean_zero` and the fact that the squared displacement is always 1, so the two closed configurations need not be enumerated.
